# Gaunt and retardation exchange in the uniform electron gas: −2/3 and +1/9 of Coulomb exchange at order $(k_F/c)^2$

## Kernels and units

Take $\hbar$, the electron mass and the elementary charge as 1, and measure momenta in units of the Fermi momentum $k_F$. In the non-interacting ground state of the spin-unpolarised gas, two occupied momenta have lengths $k,p\in[0,1]$ and angle cosine $m$. Their squared momentum transfer is
$$q^2=k^2+p^2-2kpm .$$
A pair kernel $w(k,p,m)$ is integrated over both Fermi spheres:
$$\langle w\rangle=\int_0^1\!dk\int_0^1\!dp\int_{-1}^1\!dm\;k^2p^2\,w(k,p,m).$$
The constant $8\pi^2$ from the remaining angles is omitted, since it cancels in ratios. The three kernels are
$$w_C=\frac1{q^2},\qquad w_G=-\frac{k^2+p^2+q^2/2}{2q^2},\qquad w_R=\frac{\omega^2}{q^4},\quad \omega=\frac{k^2-p^2}{2}.$$
The last two carry a prefactor $(k_F/c)^2$, with $c$ the speed of light.

## The physics in the two corrections

The Gaunt term is the interaction of the electrons' currents. Between plane waves, the leading Pauli form of $c\alpha_i$ is
$$J_i(\mathbf k,\mathbf p)=\tfrac12(\sigma_i\,\sigma\!\cdot\!\mathbf p+\sigma\!\cdot\!\mathbf k\,\sigma_i)=\tfrac12\big[(\mathbf k+\mathbf p)_i+i\,\epsilon_{ijl}(\mathbf p-\mathbf k)_j\sigma_l\big].$$
In the exchange product the second factor has $\mathbf k$ and $\mathbf p$ interchanged, so the spin parts add with a positive sign:
$$\sum_i\mathrm{tr}\,J_i(\mathbf k,\mathbf p)J_i(\mathbf p,\mathbf k)=\tfrac12|\mathbf k+\mathbf p|^2+q^2=k^2+p^2+\tfrac12q^2 ,$$
because $|\mathbf k+\mathbf p|^2=2k^2+2p^2-q^2$. Dividing by the Coulomb spin sum, $\mathrm{tr}\,1=2$, and giving the current interaction its minus sign yields $w_G$.

Retardation comes from the frequency $\omega$ carried by the exchanged photon. In Feynman gauge its leading effect is on the charge coupling, whose leading spin sum is the Coulomb one. With $s=(k_F/c)^2$ in the present units,
$$\frac1{q^2-s\omega^2}=\frac1{q^2}+s\,\frac{\omega^2}{q^4}+\dots,$$
and the first-order coefficient is $w_R$. By current conservation, $w_G+w_R$ gives the transverse exchange of Coulomb gauge at this order.

## What is proved

The main theorem, `transverse_exchange`, states that
$$\langle w_C\rangle=\tfrac12,\quad \frac{\langle w_G\rangle}{\langle w_C\rangle}=-\tfrac23,\quad \frac{\langle w_R\rangle}{\langle w_C\rangle}=\tfrac19,\quad \frac{\langle w_G+w_R\rangle}{\langle w_C\rangle}=-\tfrac59 .$$
The Gaunt term weakens exchange and retardation strengthens it slightly.

In Lean, `q2` is $q^2$, `fermiPair` is $\langle\cdot\rangle$ as an iterated integral, and `coulomb`, `gaunt` and `retardation` are the kernels as real functions. The function `exchangeF` is
$$F(k)=1+\frac{1-k^2}{2k}\ln\frac{1+k}{1-k}.$$
The theorem `exchangeF_moments` obtains it from the Coulomb kernel for $0<k<1$ and gives its moments $\int_0^1k^2F\,dk=\frac12$ and $\int_0^1k^4F\,dk=\frac5{18}$. The theorem `angular_average` says that $(k^2-p^2)^2/q^4$ averages to 1 over $m$ for distinct positive $k,p$.

Two theorems support the kernels: `current_spin_sum` proves the trace identity for explicit Pauli matrices, and `retardation_expansion` proves the derivative at $s=0$ for fixed momenta with $q^2>0$. The Pauli reduction of $\alpha_i$, the sign and spin normalisation in `gaunt`, and the exchange of the $1/c^2$ expansion with the Fermi-sphere integral are assumed in setting up the model. Also left out is the correction of the same order that Coulomb exchange itself receives from relativistic spinors.

For a non-interacting, spin-unpolarised uniform gas at small $k_F/c$, the last ratio, $-\frac59$, provides a low-density check on the transverse part of a relativistic local-density exchange functional.

## The angular integral

Write $L(k,p)=\ln\frac{k+p}{|k-p|}$. Since $dq^2/dm=-2kp$, and $q^2$ runs from $(k+p)^2$ to $(k-p)^2$, for $k\neq p$ we have
$$\int_{-1}^1\frac{dm}{q^2}=\frac{L(k,p)}{kp},\qquad
\int_{-1}^1\frac{dm}{q^4}=\frac1{2kp}\left[\frac1{(k-p)^2}-\frac1{(k+p)^2}\right]=\frac2{(k^2-p^2)^2}.$$
The second integral gives the average 1.

In the limit $p\to0$ this is immediate, because the factor $(k^2-p^2)^2/q^4$ tends to 1 at every angle. Distinctness matters: at $k=p=1$ the factor is 0 for every $m<1$, and its average is 0. As $p\to k$ the factor concentrates at forward angles while its average stays 1.

## Integrating through the logarithm

From $\partial_pL=2k/(k^2-p^2)$, for $n=1,3,5$,
$$\frac{d}{dp}\left[\frac{p^{n+1}-k^{n+1}}{n+1}L\right]=p^nL-\frac{2k}{n+1}\,\frac{p^{n+1}-k^{n+1}}{p^2-k^2}.$$
The last quotient is a polynomial, and the bracket is continuous at $p=k$ because its zero there beats the logarithm. It vanishes at $p=0$. For $n=1$ this gives
$$\int_0^1pL\,dp=\frac{1-k^2}2\ln\frac{1+k}{1-k}+k\qquad(0<k<1),$$
and dividing by $k$ gives $F(k)=\int_0^1dp\int_{-1}^1dm\,p^2/q^2$.

At $k=1$ the boundary term vanishes, and the integrals for $n=1,3,5$ are $1,\frac23,\frac{23}{45}$. Hence
$$\int_0^1k^2F\,dk=\tfrac13+\tfrac12\left(1-\tfrac23\right)=\tfrac12,\qquad
\int_0^1k^4F\,dk=\tfrac15+\tfrac12\left(\tfrac23-\tfrac{23}{45}\right)=\tfrac5{18}.$$

## The pair integrals

The first moment is $\langle w_C\rangle=\frac12$. By symmetry in $k$ and $p$, $\langle(k^2+p^2)/q^2\rangle=2\cdot\frac5{18}=\frac59$, while $\langle1\rangle=\frac29$. Since $w_G=-\frac12(k^2+p^2)/q^2-\frac14$,
$$\langle w_G\rangle=-\tfrac5{18}-\tfrac1{18}=-\tfrac13 .$$
The angular average gives $\langle w_R\rangle=\frac14\cdot\frac29=\frac1{18}$, and the summed kernel gives $-\frac5{18}$. Dividing by $\frac12$ produces the stated ratios.

## The Lean file

```lean
import Mathlib

open MeasureTheory Matrix

namespace RelativisticGasExchange

noncomputable section

/-- Squared momentum transfer between momenta of lengths `k` and `p` at angle cosine `m`. -/
def q2 (k p m : ℝ) : ℝ := k ^ 2 + p ^ 2 - 2 * k * p * m

/-- The logarithm `ln ((k + p) / |k - p|)`, for positive `k ≠ p`. -/
def pairLog (k p : ℝ) : ℝ := Real.log (k + p) - Real.log (k - p)

/-- The exchange function of the electron gas, for `0 < k < 1` in units of the Fermi momentum. -/
def exchangeF (k : ℝ) : ℝ := 1 + (1 - k ^ 2) * Real.log ((1 + k) / (1 - k)) / (2 * k)

/-- Integral of a pair kernel over two unit Fermi spheres, up to the constant factor `8 π ^ 2`. -/
def fermiPair (w : ℝ → ℝ → ℝ → ℝ) : ℝ :=
  ∫ k in (0 : ℝ)..1, ∫ p in (0 : ℝ)..1, ∫ m in (-1 : ℝ)..1, k ^ 2 * p ^ 2 * w k p m

/-- Coulomb exchange kernel, for nonzero momentum transfer. -/
def coulomb (k p m : ℝ) : ℝ := 1 / q2 k p m

/-- Gaunt exchange kernel at order `1 / c ^ 2`, for nonzero momentum transfer. -/
def gaunt (k p m : ℝ) : ℝ := -((k ^ 2 + p ^ 2 + q2 k p m / 2) / 2) / q2 k p m

/-- Retardation kernel at order `1 / c ^ 2`, for nonzero momentum transfer. -/
def retardation (k p m : ℝ) : ℝ := ((k ^ 2 - p ^ 2) / 2) ^ 2 / q2 k p m ^ 2

/-- The three Pauli matrices. -/
def pauli : Fin 3 → Matrix (Fin 2) (Fin 2) ℂ :=
  ![!![0, 1; 1, 0], !![0, -Complex.I; Complex.I, 0], !![1, 0; 0, -1]]

/-- The spin matrix `σ · k`. -/
def slash (k : Fin 3 → ℝ) : Matrix (Fin 2) (Fin 2) ℂ := ∑ i, (k i : ℂ) • pauli i

/-- Leading Pauli form of `c α_i` between plane waves of momenta `k` and `p`. -/
def current (i : Fin 3) (k p : Fin 3 → ℝ) : Matrix (Fin 2) (Fin 2) ℂ :=
  (1 / 2 : ℂ) • (pauli i * slash p + slash k * pauli i)

/-- The spin-summed exchange product of two currents is `k² + p² + |k - p|² / 2`. -/
theorem current_spin_sum (k p : Fin 3 → ℝ) :
    ∑ i, (current i k p * current i p k).trace =
      ((k ⬝ᵥ k + p ⬝ᵥ p + (k - p) ⬝ᵥ (k - p) / 2 : ℝ) : ℂ) := by
  simp [Fin.sum_univ_three, current, slash, pauli, Matrix.trace_fin_two,
    Matrix.mul_apply, dotProduct]
  ring_nf
  simp only [Complex.I_sq, Complex.I_pow_four]
  ring

/-- The retardation kernel is the first-order coefficient in `s = (k_F / c) ^ 2` of the propagator
with transferred frequency `(k² - p²) / 2`. -/
theorem retardation_expansion {k p m : ℝ} (h : 0 < q2 k p m) :
    HasDerivAt (fun s : ℝ => (q2 k p m - s * ((k ^ 2 - p ^ 2) / 2) ^ 2)⁻¹)
      (retardation k p m) 0 := by
  have h1 : HasDerivAt (fun s : ℝ => q2 k p m - s * ((k ^ 2 - p ^ 2) / 2) ^ 2)
      (-(1 * ((k ^ 2 - p ^ 2) / 2) ^ 2)) 0 :=
    ((hasDerivAt_id (0 : ℝ)).mul_const _).const_sub _
  exact (h1.inv (by simpa using h.ne')).congr_deriv (by simp [retardation])

/-- Two functions on the unit interval that agree away from one point have equal integrals. -/
theorem integral_congr_off {f g : ℝ → ℝ} (c : ℝ)
    (h : ∀ x, 0 < x → x ≤ 1 → x ≠ c → f x = g x) :
    ∫ x in (0 : ℝ)..1, f x = ∫ x in (0 : ℝ)..1, g x := by
  apply intervalIntegral.integral_congr_ae
  filter_upwards [(Set.countable_singleton c).ae_notMem volume] with x hx hI
  rw [Set.uIoc_of_le zero_le_one] at hI
  exact h x hI.1 hI.2 hx

/-- Angular integral of a kernel built from the Coulomb, contact and retardation forms. -/
theorem angular_integral {k p : ℝ} (hk : 0 < k) (hp : 0 < p) (hkp : k ≠ p) (A C D : ℝ)
    {f : ℝ → ℝ} (hf : ∀ m, 0 < q2 k p m →
      f m = A / q2 k p m + C + D * ((k ^ 2 - p ^ 2) ^ 2 / q2 k p m ^ 2)) :
    ∫ m in (-1 : ℝ)..1, f m = A * pairLog k p / (k * p) + 2 * C + 2 * D := by
  have hd : k - p ≠ 0 := sub_ne_zero.2 hkp
  have hs : k + p ≠ 0 := by positivity
  have hq : ∀ m ∈ Set.uIcc (-1 : ℝ) 1, 0 < q2 k p m := by
    intro m hm
    rw [Set.uIcc_of_le (by norm_num)] at hm
    have h1 : 0 < (k - p) ^ 2 := by positivity
    have h2 := mul_nonneg (mul_pos hk hp).le (sub_nonneg.2 hm.2)
    unfold q2
    nlinarith
  rw [intervalIntegral.integral_congr (fun m hm => hf m (hq m hm))]
  have hc : Continuous (q2 k p) := by unfold q2; fun_prop
  rw [intervalIntegral.integral_eq_sub_of_hasDerivAt
    (f := fun m => -(A / (2 * k * p)) * Real.log (q2 k p m) + C * m
      + D * (k ^ 2 - p ^ 2) ^ 2 / (2 * k * p) * (q2 k p m)⁻¹)]
  · -- at the end points the transfer is (k - p)² and (k + p)²
    have e1 : q2 k p 1 = (k - p) ^ 2 := by unfold q2; ring
    have e2 : q2 k p (-1) = (k + p) ^ 2 := by unfold q2; ring
    simp only [e1, e2, Real.log_pow, pairLog, Nat.cast_ofNat]
    generalize Real.log (k - p) = u
    generalize Real.log (k + p) = v
    field_simp
    ring
  · intro m hm
    have hne := (hq m hm).ne'
    have h1 : HasDerivAt (q2 k p) (-(2 * k * p)) m :=
      (((hasDerivAt_id m).const_mul (2 * k * p)).const_sub (k ^ 2 + p ^ 2)).congr_deriv
        (by ring)
    refine ((((h1.log hne).const_mul (-(A / (2 * k * p)))).add
      ((hasDerivAt_id m).const_mul C)).add
      ((h1.inv hne).const_mul (D * (k ^ 2 - p ^ 2) ^ 2 / (2 * k * p)))).congr_deriv ?_
    field_simp
  · apply ContinuousOn.intervalIntegrable
    exact ((continuousOn_const.div hc.continuousOn fun m hm => (hq m hm).ne').add
      continuousOn_const).add (continuousOn_const.mul (continuousOn_const.div
        (hc.pow 2).continuousOn fun m hm => pow_ne_zero 2 (hq m hm).ne'))

/-- For distinct positive momenta the angular average of the retardation factor is one. -/
theorem angular_average {k p : ℝ} (hk : 0 < k) (hp : 0 < p) (hkp : k ≠ p) :
    (1 / 2) * ∫ m in (-1 : ℝ)..1,
      (k ^ 2 - p ^ 2) ^ 2 / (k ^ 2 + p ^ 2 - 2 * k * p * m) ^ 2 = 1 := by
  rw [angular_integral hk hp hkp 0 0 1 (fun m _ => by simp [q2])]
  ring

/-- Radial integral over the Fermi sphere of odd powers times the pair logarithm,
plus even powers. -/
theorem log_moment {k : ℝ} (hk : 0 < k) (a b c e g : ℝ) :
    ∫ p in (0 : ℝ)..1, ((a * p + b * p ^ 3 + c * p ^ 5) * pairLog k p
        + (e * p ^ 2 + g * p ^ 4)) =
      (a / 2 * (1 - k ^ 2) + b / 4 * (1 - k ^ 4) + c / 6 * (1 - k ^ 6)) * pairLog 1 k
        + (a * k + b * k ^ 3 / 2 + c * k ^ 5 / 3) + (b * k / 6 + c * k ^ 3 / 9 + e / 3)
        + (c * k / 15 + g / 5) := by
  have hlog : ContinuousOn (fun x => Real.log (k + x)) (Set.uIcc 0 1) := by
    refine ContinuousOn.log (by fun_prop) fun x hx => ?_
    rw [Set.uIcc_of_le zero_le_one] at hx
    linarith [hx.1]
  have hsing : IntervalIntegrable (fun x => Real.log (k - x)) volume 0 1 := by
    simpa using (intervalIntegral.intervalIntegrable_log' (a := k) (b := k - 1)).comp_sub_left k
  rw [integral_eq_of_hasDerivAt_off_countable
    (fun p => (a / 2 * (p ^ 2 - k ^ 2) + b / 4 * (p ^ 4 - k ^ 4) + c / 6 * (p ^ 6 - k ^ 6))
      * pairLog k p + ((a * k + b * k ^ 3 / 2 + c * k ^ 5 / 3) * p
      + (b * k / 6 + c * k ^ 3 / 9 + e / 3) * p ^ 3 + (c * k / 15 + g / 5) * p ^ 5))
    _ (Set.countable_singleton k)]
  · have hsym : pairLog k 1 = pairLog 1 k := by
      rw [pairLog, pairLog, add_comm k 1, ← Real.log_neg_eq_log (k - 1), neg_sub]
    have h0 : pairLog k 0 = 0 := by simp [pairLog]
    simp only [hsym, h0]
    ring
  · -- the logarithm is tamed by its factor k - p
    have hx : Continuous fun p : ℝ => (k - p) * Real.log (k - p) :=
      Real.continuous_mul_log.comp (continuous_const.sub continuous_id)
    have hform : ContinuousOn (fun p : ℝ =>
        (a / 2 * (p ^ 2 - k ^ 2) + b / 4 * (p ^ 4 - k ^ 4) + c / 6 * (p ^ 6 - k ^ 6))
          * Real.log (k + p) + (p + k) * (a / 2 + b / 4 * (p ^ 2 + k ^ 2)
          + c / 6 * (p ^ 4 + p ^ 2 * k ^ 2 + k ^ 4)) * ((k - p) * Real.log (k - p))
        + ((a * k + b * k ^ 3 / 2 + c * k ^ 5 / 3) * p
          + (b * k / 6 + c * k ^ 3 / 9 + e / 3) * p ^ 3 + (c * k / 15 + g / 5) * p ^ 5))
        (Set.uIcc 0 1) :=
      ((ContinuousOn.mul (by fun_prop) hlog).add
        (ContinuousOn.mul (by fun_prop) hx.continuousOn)).add (by fun_prop)
    refine hform.congr fun p _ => ?_
    simp only [pairLog]
    ring
  · rintro p ⟨hp, hpk⟩
    rw [min_eq_left zero_le_one, max_eq_right zero_le_one] at hp
    have h1 : k + p ≠ 0 := by linarith [hp.1]
    have h2 : k - p ≠ 0 := sub_ne_zero.2 (Ne.symm hpk)
    have hL : HasDerivAt (pairLog k) (1 / (k + p) - -1 / (k - p)) p :=
      (((hasDerivAt_id p).const_add k).log h1).sub (((hasDerivAt_id p).const_sub k).log h2)
    have hP := ((((hasDerivAt_pow 2 p).sub_const (k ^ 2)).const_mul (a / 2)).fun_add
      (((hasDerivAt_pow 4 p).sub_const (k ^ 4)).const_mul (b / 4))).fun_add
      (((hasDerivAt_pow 6 p).sub_const (k ^ 6)).const_mul (c / 6))
    have hR := (((hasDerivAt_id' p).const_mul (a * k + b * k ^ 3 / 2 + c * k ^ 5 / 3)).fun_add
      ((hasDerivAt_pow 3 p).const_mul (b * k / 6 + c * k ^ 3 / 9 + e / 3))).fun_add
      ((hasDerivAt_pow 5 p).const_mul (c * k / 15 + g / 5))
    have alg : (a / 2 * (p ^ 2 - k ^ 2) + b / 4 * (p ^ 4 - k ^ 4) + c / 6 * (p ^ 6 - k ^ 6))
        * (1 / (k + p) - -1 / (k - p)) = -(k * (a + b / 2 * (p ^ 2 + k ^ 2)
          + c / 3 * (p ^ 4 + p ^ 2 * k ^ 2 + k ^ 4))) := by
      field_simp
      ring
    refine ((hP.fun_mul hL).fun_add hR).congr_deriv ?_
    simp only [Nat.cast_ofNat, Nat.reduceSub]
    linear_combination alg
  · exact ((hlog.intervalIntegrable.sub hsing).continuousOn_mul (by fun_prop)).add
      (Continuous.intervalIntegrable (by fun_prop) _ _)

/-- For `0 < k < 1` the Coulomb kernel integrated over the Fermi sphere, with the azimuthal factor
`2 π` left out, gives the exchange function, and the second and fourth moments of that function are
`1/2` and `5/18`. -/
theorem exchangeF_moments :
    (∀ k : ℝ, 0 < k → k < 1 →
      ∫ p in (0 : ℝ)..1, ∫ m in (-1 : ℝ)..1, p ^ 2 * coulomb k p m = exchangeF k) ∧
    ∫ k in (0 : ℝ)..1, k ^ 2 * exchangeF k = 1 / 2 ∧
    ∫ k in (0 : ℝ)..1, k ^ 4 * exchangeF k = 5 / 18 := by
  have hF : ∀ k : ℝ, 0 < k → k ≠ 1 →
      exchangeF k = 1 + (1 - k ^ 2) * pairLog 1 k / (2 * k) := by
    intro k hk h1
    rw [exchangeF, Real.log_div (by positivity) (sub_ne_zero.2 h1.symm), pairLog]
  refine ⟨fun k hk h1 => ?_, ?_, ?_⟩
  · refine ((integral_congr_off k fun p hp _ hpk => ?_).trans
      (log_moment hk (1 / k) 0 0 0 0)).trans ?_
    · refine (angular_integral hk hp hpk.symm (p ^ 2) 0 0
        (fun m _ => by simp only [coulomb]; ring)).trans ?_
      field_simp
      ring
    · rw [hF k hk h1.ne]
      field_simp
      ring
  · refine ((integral_congr_off 1 fun k hk _ h1 => ?_).trans
      (log_moment one_pos (1 / 2) (-1 / 2) 0 1 0)).trans (by ring)
    rw [hF k hk h1]
    field_simp
    ring
  · refine ((integral_congr_off 1 fun k hk _ h1 => ?_).trans
      (log_moment one_pos 0 (1 / 2) (-1 / 2) 0 1)).trans (by ring)
    rw [hF k hk h1]
    field_simp
    ring

/-- Fermi-sphere integral of any combination of the Coulomb, kinetic, contact and
retardation forms. -/
theorem fermiPair_eval {w : ℝ → ℝ → ℝ → ℝ} (a b c d : ℝ)
    (h : ∀ k p m, 0 < q2 k p m → w k p m = (a + b * (k ^ 2 + p ^ 2)) / q2 k p m + c
      + d * ((k ^ 2 - p ^ 2) ^ 2 / q2 k p m ^ 2)) :
    fermiPair w = a / 2 + 5 * b / 9 + 2 * c / 9 + 2 * d / 9 := by
  refine ((integral_congr_off 1 fun k hk _ _ => ?_).trans
    (log_moment one_pos (a / 2 + b / 4) (b / 2 - a / 2) (-3 * b / 4)
      (a + b / 6 + 2 * (c + d) / 3) (3 * b / 2))).trans (by ring)
  refine ((integral_congr_off k fun p hp _ hpk => ?_).trans
    (log_moment hk (a * k + b * k ^ 3) (b * k) 0 (2 * (c + d) * k ^ 2) 0)).trans (by ring)
  refine (angular_integral hk hp hpk.symm (k ^ 2 * p ^ 2 * (a + b * (k ^ 2 + p ^ 2)))
    (k ^ 2 * p ^ 2 * c) (k ^ 2 * p ^ 2 * d)
    (fun m hq => by rw [h k p m hq]; ring)).trans ?_
  field_simp
  ring

/-- Relative to Coulomb exchange, the Gaunt, retardation and summed kernels contribute
`-2/3`, `1/9` and `-5/9` in units of the squared ratio of Fermi momentum to `c`. -/
theorem transverse_exchange :
    fermiPair coulomb = 1 / 2 ∧
    fermiPair gaunt / fermiPair coulomb = -2 / 3 ∧
    fermiPair retardation / fermiPair coulomb = 1 / 9 ∧
    fermiPair (fun k p m => gaunt k p m + retardation k p m) / fermiPair coulomb = -5 / 9 := by
  have hC : fermiPair coulomb = 1 / 2 := by
    rw [fermiPair_eval 1 0 0 0 (fun k p m _ => by simp only [coulomb]; ring)]
    norm_num
  have hg : ∀ k p m, 0 < q2 k p m →
      gaunt k p m = -1 / 2 * (k ^ 2 + p ^ 2) / q2 k p m - 1 / 4 := by
    intro k p m hq
    have hne := hq.ne'
    rw [gaunt]
    field_simp
    ring
  refine ⟨hC, ?_, ?_, ?_⟩
  · rw [hC, fermiPair_eval 0 (-1 / 2) (-1 / 4) 0 (fun k p m hq => by rw [hg k p m hq]; ring)]
    norm_num
  · rw [hC, fermiPair_eval 0 0 0 (1 / 4) (fun k p m _ => by simp only [retardation]; ring)]
    norm_num
  · rw [hC, fermiPair_eval 0 (-1 / 2) (-1 / 4) (1 / 4)
      (fun k p m hq => by rw [hg k p m hq, retardation]; ring)]
    norm_num

end

end RelativisticGasExchange
```

```lean
#print axioms RelativisticGasExchange.retardation_expansion
#print axioms RelativisticGasExchange.angular_average
#print axioms RelativisticGasExchange.exchangeF_moments
#print axioms RelativisticGasExchange.transverse_exchange
```

```
'RelativisticGasExchange.retardation_expansion' depends on axioms: [propext, Classical.choice, Quot.sound]
'RelativisticGasExchange.angular_average' depends on axioms: [propext, Classical.choice, Quot.sound]
'RelativisticGasExchange.exchangeF_moments' depends on axioms: [propext, Classical.choice, Quot.sound]
'RelativisticGasExchange.transverse_exchange' depends on axioms: [propext, Classical.choice, Quot.sound]
```

## How the proof follows the calculation

The proof of `current_spin_sum` expands the matrices into entries and compares polynomials, where the calculation above used $\epsilon_{ijl}$. `retardation_expansion` applies the derivative rule for an inverse.

`angular_integral` treats $1/q^2$, a constant and the retardation factor together. It first shows $q^2>0$ on the whole interval, then differentiates an explicit antiderivative and evaluates it at the end points. `angular_average` is the case with only the retardation factor.

`log_moment` contains the radial step. Lean's `Real.log` returns $\ln|x|$ for negative $x$, so `pairLog` represents $L$ on both sides of $p=k$. The fundamental theorem of calculus is used in a form that allows a countable exceptional set, here $\{k\}$. It needs three facts:

- The antiderivative is continuous, which follows from the continuity of $x\ln x$.
- Its derivative is correct away from $k$; the identity `alg` is the polynomial cancellation above.
- The integrand is integrable, because the logarithm is.

`integral_congr_off` lets the integrand be rewritten except at one point, which removes $p=k$ in the inner integral and $k=1$ in the outer one. `exchangeF_moments` then follows by choosing coefficients in `log_moment`, after `angular_integral` has done the angular step in its first part.

`fermiPair_eval` applies `angular_integral` once and `log_moment` twice, first at general $k$ and then at 1. It integrates the $p^2/q^2$ part directly, without the symmetry argument. In `transverse_exchange` each kernel is matched to its coefficients, and the total is evaluated from the summed kernel, not by adding the two ratios.
